# Filling only one of two degenerate site orbitals breaks the site-exchange symmetry

Take two sites without hopping, each with one orbital of the same real energy `e`, and a single non-interacting, spinless electron on the first site. The theorem `partial_shell_breaks_symmetry` says that the Hamiltonian `diagonal ![e, e]` commutes with the exchange of the sites, while the density matrix `diagonal ![1, 0]` is changed by it. The namespace `SCFSymmetry` points to self-consistent-field theory, but both matrices are fixed here and no self-consistency enters. The proof checks the commutation entry by entry; for the second part it assumes that the density matrix is invariant, compares the upper left entries of the two sides, and leaves it to `simp` to find the contradiction.

In Lean, a first try:

```lean
import Mathlib

open Matrix

namespace SCFSymmetry

noncomputable section

variable {n : Type*} [Fintype n]

/-- The entries of a transformed matrix `U G Uᵀ` as a double sum. -/
theorem conj_apply (U G : Matrix n n ℝ) (r s : n) :
    (U * G * Uᵀ) r s = ∑ c, ∑ d, U r c * U s d * G c d := by
  simp only [Matrix.mul_apply, Matrix.transpose_apply, Finset.sum_mul]
  rw [Finset.sum_comm]
  refine Finset.sum_congr rfl fun c _ => Finset.sum_congr rfl fun d _ => ?_
  ring

variable [DecidableEq n]

/-- The exchange of two sites. -/
def swap : Matrix (Fin 2) (Fin 2) ℝ := !![0, 1; 1, 0]

/-- The matrix `diagonal ![e, e]` commutes with the site exchange,
but `diagonal ![1, 0]` is not invariant under it. -/
theorem partial_shell_breaks_symmetry (e : ℝ) :
    swap * diagonal ![e, e] = diagonal ![e, e] * swap ∧
      swap * diagonal ![1, 0] * swapᵀ ≠ diagonal ![1, 0] := by
  constructor
  · ext i j
    fin_cases i <;> fin_cases j <;> simp [swap, Matrix.mul_apply, Fin.sum_univ_two]
  · intro h
    have h00 := congrFun (congrFun h 0) 0
    simp [swap, Matrix.mul_apply, Fin.sum_univ_two] at h00

end

end SCFSymmetry
```

Compiling this gives:

```
Main.lean:32:2: error: unsolved goals
case right
e : ℝ
h : swap * diagonal ![1, 0] * swapᵀ = diagonal ![1, 0]
h00 : (![0, 1] ᵥ* diagonal ![1, 0]) 1 = 1
⊢ False
```

Cause. The message says that the second part ends with its goal, `False`, still open. What `simp` has made of `h00` is the equation `(![0, 1] ᵥ* diagonal ![1, 0]) 1 = 1`. Its left side is an entry of a row vector times a matrix, and its value is 0, so the hypothesis is indeed contradictory. But `simp` has not worked out that product, and so does not see the contradiction. The lemma `Matrix.mul_apply` in its list is no help at this point, since it speaks of a product of two matrices.

The repair first rewrites `h00` with `conj_apply`, proved earlier in the file, which turns the entry of the triple product into a double sum over entries of the single matrices. No matrix product is left, so `Matrix.mul_apply` can go from the list. `Fin.sum_univ_two` writes out the sums, and the added `Matrix.diagonal_apply` gives the entries of the diagonal matrices. The equation then comes down to 0 = 1, which `simp` recognises as false, and this closes the goal.

The repair, with which the file compiles:

```diff
@@ -32,5 +32,6 @@
   · intro h
     have h00 := congrFun (congrFun h 0) 0
-    simp [swap, Matrix.mul_apply, Fin.sum_univ_two] at h00
+    rw [conj_apply] at h00
+    simp [swap, Fin.sum_univ_two, Matrix.diagonal_apply] at h00
 
 end
```
